# The Milne amplitude √(1 + x²) of a free particle at zero energy solves the Ermakov-Pinney equation

For a free particle at zero energy in one dimension, the stationary Schrödinger equation reduces to ψ'' = 0, with the constant 1 and the linear function x as two unnormalised real solutions. The theorem `free_amplitude` states that ρ(x) = √(1 + x²), the root of the sum of their squares, is positive, has slope x/√(1 + x²), and satisfies ρ'' = 1/ρ³ on the whole real line. This is the Ermakov-Pinney equation with q = 0 and W = 1. The proof checks that 1 and x are solutions with Wronskian 1, applies the general theorem `amplitude_solvesErmakov` to them, and then tries to simplify the result to the stated formulas.

This version doesn't compile in Lean 4 with Mathlib:

```lean
import Mathlib

namespace FreeAmplitude

noncomputable section

/-- The real function `ψ`, with slope `ψ'`, solves the stationary Schrödinger equation
`ψ'' = -q ψ` on the whole line. -/
def SolvesSchrodinger (q ψ ψ' : ℝ → ℝ) : Prop :=
  ∀ x, HasDerivAt ψ (ψ' x) x ∧ HasDerivAt ψ' (-(q x * ψ x)) x

/-- The function `ρ`, with slope `ρ'`, is positive and solves the Ermakov-Pinney equation
`ρ'' + q ρ = W² / ρ³` on the whole line. -/
def SolvesErmakov (W : ℝ) (q ρ ρ' : ℝ → ℝ) : Prop :=
  ∀ x, 0 < ρ x ∧ HasDerivAt ρ (ρ' x) x ∧
    HasDerivAt ρ' (W ^ 2 / ρ x ^ 3 - q x * ρ x) x

/-- The Wronskian `u v' - u' v` of two functions with given slopes. -/
def wronskian (u u' v v' : ℝ → ℝ) (x : ℝ) : ℝ := u x * v' x - u' x * v x

/-- The Milne amplitude `√(u² + v²)` of a pair of real functions. -/
def amplitude (u v : ℝ → ℝ) : ℝ → ℝ := fun x => Real.sqrt (u x ^ 2 + v x ^ 2)

variable {q u u' v v' ρ ρ' ψ ψ' θ : ℝ → ℝ} {W : ℝ}

/-- The Wronskian of two solutions of the same Schrödinger equation takes the same value
at any two points. -/
theorem wronskian_const (hu : SolvesSchrodinger q u u') (hv : SolvesSchrodinger q v v')
    (x y : ℝ) : wronskian u u' v v' x = wronskian u u' v v' y := by
  have h : ∀ x, HasDerivAt (fun x => u x * v' x - u' x * v x) 0 x := fun x =>
    (((hu x).1.fun_mul (hv x).2).fun_sub ((hu x).2.fun_mul (hv x).1)).congr_deriv (by ring)
  exact is_const_of_deriv_eq_zero (fun x => (h x).differentiableAt) (fun x => (h x).deriv) x y

/-- The amplitude is positive at every point where the Wronskian does not vanish. -/
theorem amplitude_pos {x : ℝ} (h : wronskian u u' v v' x ≠ 0) : 0 < amplitude u v x := by
  refine Real.sqrt_pos.2 ?_
  by_contra hn
  have hn' := not_lt.1 hn
  have h1 : u x ^ 2 = 0 := by linarith [sq_nonneg (u x), sq_nonneg (v x)]
  have h2 : v x ^ 2 = 0 := by linarith [sq_nonneg (u x), sq_nonneg (v x)]
  -- a common zero of both functions would make the Wronskian vanish
  exact h (by simp [wronskian, pow_eq_zero_iff two_ne_zero |>.1 h1,
    pow_eq_zero_iff two_ne_zero |>.1 h2])

/-- Where the amplitude `ρ` of two differentiable functions is positive, its slope is
`(u u' + v v') / ρ`. -/
theorem amplitude_hasDerivAt {x : ℝ} (hu : HasDerivAt u (u' x) x)
    (hv : HasDerivAt v (v' x) x) (hρ : 0 < amplitude u v x) :
    HasDerivAt (amplitude u v) ((u x * u' x + v x * v' x) / amplitude u v x) x := by
  have hne : u x ^ 2 + v x ^ 2 ≠ 0 := (Real.sqrt_pos.1 hρ).ne'
  have h2 : HasDerivAt (fun y => u y ^ 2 + v y ^ 2) (2 * (u x * u' x + v x * v' x)) x := by
    refine ((hu.fun_pow 2).fun_add (hv.fun_pow 2)).congr_deriv ?_
    simp only [Nat.reduceSub, Nat.cast_ofNat, pow_one]
    ring
  exact (h2.sqrt hne).congr_deriv (mul_div_mul_left _ _ two_ne_zero)

/-- If two real solutions of `ψ'' = -q ψ` have Wronskian `W ≠ 0` at one point, their
amplitude is positive and solves `ρ'' + q ρ = W² / ρ³` on the whole line. -/
theorem amplitude_solvesErmakov (hu : SolvesSchrodinger q u u')
    (hv : SolvesSchrodinger q v v') (hW : W ≠ 0) (x₀ : ℝ)
    (h₀ : wronskian u u' v v' x₀ = W) :
    SolvesErmakov W q (amplitude u v)
      (fun x => (u x * u' x + v x * v' x) / amplitude u v x) := by
  intro x
  have hw : wronskian u u' v v' x = W := (wronskian_const hu hv x x₀).trans h₀
  have hρ : 0 < amplitude u v x := amplitude_pos (hw.trans_ne hW)
  have hd := amplitude_hasDerivAt (hu x).1 (hv x).1 hρ
  refine ⟨hρ, hd, ?_⟩
  have hN : HasDerivAt (fun y => u y * u' y + v y * v' y)
      (u' x ^ 2 + v' x ^ 2 - q x * (u x ^ 2 + v x ^ 2)) x :=
    (((hu x).1.fun_mul (hu x).2).fun_add ((hv x).1.fun_mul (hv x).2)).congr_deriv (by ring)
  have hr : amplitude u v x ^ 2 = u x ^ 2 + v x ^ 2 := Real.sq_sqrt (by positivity)
  have alg : ∀ M N r k : ℝ, r ≠ 0 → M * r ^ 2 - N ^ 2 = W ^ 2 - k * r ^ 4 →
      (M * r - N * (N / r)) / r ^ 2 = W ^ 2 / r ^ 3 - k * r := by
    intro M N r k h0 h
    have e : (M * r - N * (N / r)) / r ^ 2 = (M * r ^ 2 - N ^ 2) / r ^ 3 := by field_simp
    rw [e, h]
    field_simp
  refine (hN.fun_div hd hρ.ne').congr_deriv (alg _ _ _ _ hρ.ne' ?_)
  -- Lagrange's identity turns the remaining terms into the squared Wronskian
  unfold wronskian at hw
  linear_combination (u' x ^ 2 + v' x ^ 2 + q x * amplitude u v x ^ 2) * hr +
    (u x * v' x - u' x * v x + W) * hw

/-- For `q = 0` the function `√(1 + x²)`, with slope `x / √(1 + x²)`, is a positive solution
of the Ermakov-Pinney equation with `W = 1`. -/
theorem free_amplitude :
    SolvesErmakov 1 (fun _ => 0) (fun x => Real.sqrt (1 + x ^ 2))
      (fun x => x / Real.sqrt (1 + x ^ 2)) := by
  -- the two solutions are the constant `1` and the linear function `x`
  have hu : SolvesSchrodinger (fun _ => 0) (fun _ => 1) (fun _ => 0) := fun x =>
    ⟨hasDerivAt_const x (1 : ℝ), (hasDerivAt_const x (0 : ℝ)).congr_deriv (by simp)⟩
  have hv : SolvesSchrodinger (fun _ => 0) (fun x => x) (fun _ => 1) := fun x =>
    ⟨hasDerivAt_id' x, (hasDerivAt_const x (1 : ℝ)).congr_deriv (by simp)⟩
  have h := amplitude_solvesErmakov hu hv one_ne_zero 0 (by simp [wronskian])
  simpa [amplitude] using h

end

end FreeAmplitude
```

Compiling this gives:

```
Main.lean:96:2: error: Type mismatch: After simplification, term
  h
 has type
  SolvesErmakov 1 (fun x => 0) (amplitude (fun x => 1) fun x => x) fun x => x / √(1 + x ^ 2)
but is expected to have type
  SolvesErmakov 1 (fun x => 0) (fun x => √(1 + x ^ 2)) fun x => x / √(1 + x ^ 2)
```

Cause. The error says that, after simplification, `h` still differs from the goal in one place: it has `amplitude (fun x => 1) fun x => x` where the goal has `fun x => √(1 + x ^ 2)`. The definition of `amplitude` takes two functions and returns a third, written as `fun x => ...`. Given `amplitude` to unfold, `simpa` does so only where the amplitude is evaluated at a point. That happens in the slope, which has correctly become `x / √(1 + x ^ 2)`. The amplitude itself is passed to `SolvesErmakov` as a whole function, with no point supplied, so it stays folded and the two types do not match.

The repair first proves `e`, an equality between the two functions. There `funext x` supplies the missing point, after which `simp [amplitude]` can unfold the definition and simplify `1 ^ 2` to `1`. The final `simpa [e] using h` rewrites with this equality, which applies to the bare function as well as to its values in the slope.

The change, after which it compiles:

```diff
@@ -94,5 +94,8 @@
     ⟨hasDerivAt_id' x, (hasDerivAt_const x (1 : ℝ)).congr_deriv (by simp)⟩
   have h := amplitude_solvesErmakov hu hv one_ne_zero 0 (by simp [wronskian])
-  simpa [amplitude] using h
+  have e : amplitude (fun _ => 1) (fun x => x) = fun x => Real.sqrt (1 + x ^ 2) := by
+    funext x
+    simp [amplitude]
+  simpa [e] using h
 
 end
```
